# Hermitian spin coupling cannot raise the sum of the lowest 2N levels of a finite spin-free Hamiltonian

## Can spin–orbit mixing push the occupied sum up?

Take a finite orthonormal basis of spatial functions, a Hermitian matrix $H_0$ for the scalar problem, three Hermitian matrices $S_i$, and the Pauli matrices $\sigma_i$. The two-component Hamiltonian is

$$H = H_0\otimes 1+\sum_i S_i\otimes\sigma_i .$$

Without the $S_i$, I fill the $N$ lowest scalar orbitals twice. When I switch the coupling on, some occupied levels may go down while others go up, as $p_{3/2}$ does. Could the sum of the lowest $2N$ levels end up higher than before? And does the answer need a gap above the occupied orbitals?

## No, because the old doubly filled orbitals are still a trial state

Let $u_a$ be orthonormal eigenorbitals of $H_0$ with energies $\varepsilon_a$, let $s$ be any set of $N$ of them, and let $P=\sum_{a\in s}u_au_a^\dagger$. Let $E_p$ be the levels of $H$, with eigenvectors as the columns of $V$, and let $t$ be a set of $2N$ lowest levels.

**The trial energy.** The projector $P\otimes1$ has trace $2N$. Since $\operatorname{Tr}\sigma_i=0$,

$$\operatorname{Tr}[(P\otimes1)H]=2\operatorname{Tr}(PH_0)+\sum_i\operatorname{Tr}(PS_i)\operatorname{Tr}\sigma_i=2\sum_{a\in s}\varepsilon_a .$$

**The bound.** Put $Q=V^\dagger(P\otimes1)V$ and $w_p=Q_{pp}$. From $Q^2=Q=Q^\dagger$ we get $w_p=\sum_q|Q_{pq}|^2\ge w_p^2$, so $0\le w_p\le1$. Let $\theta_p$ be 1 on $t$ and 0 elsewhere, and choose a Fermi level $\mu$ with $E_p\le\mu$ on $t$ and $E_p\ge\mu$ off it. Because $\sum_p w_p=2N=\sum_p\theta_p$,

$$2\sum_{a\in s}\varepsilon_a-\sum_{p\in t}E_p=\sum_p(w_p-\theta_p)(E_p-\mu)\ge0,$$

as each term is non-negative.

**Strictness.** If equality holds, every term vanishes, so $w_p\in\{0,1\}$ whenever $E_p\ne\mu$. Then $\sum_{q\ne p}|Q_{pq}|^2=w_p-w_p^2=0$. Hence $Q$ mixes only levels at $\mu$, and $P\otimes1$ commutes with $H$:

$$[P,H_0]\otimes1+\sum_i[P,S_i]\otimes\sigma_i=0 .$$

The matrices $1,\sigma_i$ are linearly independent, so $[P,S_i]=0$. For $a\in s$ and $b\notin s$, this gives $u_b^\dagger S_iu_a=u_b^\dagger S_iPu_a=u_b^\dagger PS_iu_a=0$. A single nonzero occupied–empty element therefore makes the inequality strict, with or without a gap.

**Two orbitals, $N=1$.** Let $H_0=\mathrm{diag}(0,\Delta)$ with $\Delta\ge0$, and let only $S_3$ be nonzero, with off-diagonal element $g$ and zero diagonal. For spin–orbit coupling between real orbitals, $g$ is imaginary. The lowest two levels sum to $\Delta-\sqrt{\Delta^2+4|g|^2}$, which is negative for every $g\neq0$, even at $\Delta=0$. With a single orbital and $N=1$ everything is filled, and the sum stays at $2\varepsilon$.

## What the Lean theorem says

In `spin_coupling_lowers_energy`, `IsOrbitals` says that the columns of a unitary matrix are eigenvectors with real energies. `IsAufbau E t` says that no level in `t` lies above one outside it, and `hcard` fixes $|t|=2N$. The set `s` is arbitrary, so the lowest $N$ orbitals are one choice. Coupling is `(Uᴴ * S i * U) b a ≠ 0`, where the columns of `U` are the $u_a$; this is sufficient for strict lowering.

Hermiticity enters through the two `IsOrbitals` hypotheses. For Hermitian $H_0$ and $S_i$, `twoComponent_isHermitian` and `exists_aufbau` supply the required orbitals and fillings.

The result compares the scalar and two-component band energies of non-interacting Hamiltonians with the same $H_0$ in the same finite basis; self-consistent changes of the potential and double-counting terms do not enter.

## From occupations to commutators in the code

`occupation_bound` gives the inequalities for $w_p$ and the off-diagonal elements. `variational_diagonal` constructs $\mu$, proves the sum identity as `hsum`, and treats equality through `off`; `variational` rotates this to a general eigenbasis.

`trace_twoComponent` evaluates the trial energy. `twoComponent_inj` recovers each spin part from the four spin blocks by `linear_combination`. The main proof applies `variational` to $P\otimes1$, extracts `hc`, the commutation with $S_i$, and reads off the $(b,a)$ element.

```lean
import Mathlib

open Matrix
open scoped Kronecker

namespace SpinOrbitLowering

noncomputable section

variable {n : Type*} [Fintype n] [DecidableEq n]

/-- The three Pauli matrices. -/
def pauli : Fin 3 → Matrix (Fin 2) (Fin 2) ℂ :=
  ![!![0, 1; 1, 0], !![0, -Complex.I; Complex.I, 0], !![1, 0; 0, -1]]

/-- The two-component Hamiltonian `H0 ⊗ 1 + ∑ S_i ⊗ σ_i`. -/
def twoComponent (H0 : Matrix n n ℂ) (S : Fin 3 → Matrix n n ℂ) :
    Matrix (n × Fin 2) (n × Fin 2) ℂ :=
  H0 ⊗ₖ (1 : Matrix (Fin 2) (Fin 2) ℂ) + ∑ i, S i ⊗ₖ pauli i

/-- The columns of `U` are orthonormal eigenorbitals of `A` with real energies `ε`. -/
structure IsOrbitals (A U : Matrix n n ℂ) (ε : n → ℝ) : Prop where
  unitary : Uᴴ * U = 1
  eigen : A * U = U * diagonal (fun i => (ε i : ℂ))

/-- An aufbau filling: no level in `s` lies above a level outside `s`. -/
def IsAufbau (ε : n → ℝ) (s : Finset n) : Prop :=
  ∀ i ∈ s, ∀ j ∉ s, ε i ≤ ε j

/-- The projector onto the orbitals (columns of `U`) in the set `s`, for unitary `U`. -/
def occupied (U : Matrix n n ℂ) (s : Finset n) : Matrix n n ℂ :=
  U * diagonal (fun i => if i ∈ s then (1 : ℂ) else 0) * Uᴴ

/-- A Hermitian matrix has eigenorbitals and an aufbau filling with any number `k` of levels
up to its dimension. -/
theorem exists_aufbau {A : Matrix n n ℂ} (hA : A.IsHermitian) {k : ℕ}
    (hk : k ≤ Fintype.card n) :
    ∃ U ε s, IsOrbitals A U ε ∧ IsAufbau ε s ∧ s.card = k := by
  have fill : ∃ s, IsAufbau hA.eigenvalues s ∧ s.card = k := by
    induction k with
    | zero => exact ⟨∅, by simp [IsAufbau], rfl⟩
    | succ k ih =>
      obtain ⟨s, hs, hc⟩ := ih (by omega)
      have hne : sᶜ.Nonempty := by
        rw [← Finset.card_pos, Finset.card_compl]
        omega
      -- fill the lowest empty level next
      obtain ⟨j, hj, hmin⟩ := sᶜ.exists_min_image hA.eigenvalues hne
      have hj' : j ∉ s := Finset.mem_compl.1 hj
      refine ⟨insert j s, ?_, by rw [Finset.card_insert_of_notMem hj', hc]⟩
      intro i hi l hl
      have hl' : l ∉ s := fun h => hl (Finset.mem_insert_of_mem h)
      rcases Finset.mem_insert.1 hi with rfl | hi
      · exact hmin l (Finset.mem_compl.2 hl')
      · exact hs i hi l hl'
  obtain ⟨s, hs, hc⟩ := fill
  refine ⟨hA.eigenvectorUnitary, hA.eigenvalues, s, ⟨?_, ?_⟩, hs, hc⟩
  · exact Matrix.mem_unitaryGroup_iff'.1 hA.eigenvectorUnitary.2
  · ext i j
    have h := congrFun (hA.mulVec_eigenvectorBasis j) i
    simp only [Matrix.mulVec, dotProduct, Pi.smul_apply, Complex.real_smul] at h
    rw [Matrix.mul_diagonal, Matrix.mul_apply]
    simp only [Matrix.IsHermitian.eigenvectorUnitary_apply]
    linear_combination h

omit [Fintype n] [DecidableEq n] in
/-- The two-component Hamiltonian is Hermitian if `H0` and all `S_i` are. -/
theorem twoComponent_isHermitian {H0 : Matrix n n ℂ} {S : Fin 3 → Matrix n n ℂ}
    (h0 : H0.IsHermitian) (hS : ∀ i, (S i).IsHermitian) :
    (twoComponent H0 S).IsHermitian := by
  have hp : ∀ i, (pauli i)ᴴ = pauli i := by
    intro i
    ext a b
    fin_cases i <;> fin_cases a <;> fin_cases b <;> simp [pauli]
  unfold Matrix.IsHermitian twoComponent
  rw [conjTranspose_add, conjTranspose_sum, conjTranspose_kronecker, h0.eq, conjTranspose_one]
  congr 1
  refine Finset.sum_congr rfl fun i _ => ?_
  rw [conjTranspose_kronecker, (hS i).eq, hp]

omit [DecidableEq n] in
/-- Spin coupling drops out of the trace: only twice the trace of the scalar part remains. -/
theorem trace_twoComponent (G : Matrix n n ℂ) (T : Fin 3 → Matrix n n ℂ) :
    (twoComponent G T).trace = 2 * G.trace := by
  have hp : ∀ i, (pauli i).trace = 0 := by
    intro i
    fin_cases i <;> simp [pauli, Matrix.trace_fin_two]
  simp [twoComponent, Matrix.trace_add, Matrix.trace_sum, Matrix.trace_kronecker, hp, mul_comm]

omit [Fintype n] [DecidableEq n] in
/-- The spin-dependent parts `T_i` are fixed by the two-component matrix. -/
theorem twoComponent_inj {G G' : Matrix n n ℂ} {T T' : Fin 3 → Matrix n n ℂ}
    (h : twoComponent G T = twoComponent G' T') (i : Fin 3) : T i = T' i := by
  ext a b
  have e := fun x y => congrFun (congrFun h (a, x)) (b, y)
  have h00 := e 0 0
  have h01 := e 0 1
  have h10 := e 1 0
  have h11 := e 1 1
  simp [twoComponent, pauli, Fin.sum_univ_three] at h00 h01 h10 h11
  fin_cases i
  · change T 0 a b = T' 0 a b
    linear_combination (h01 + h10) / 2
  · change T 1 a b = T' 1 a b
    linear_combination (-Complex.I / 2) * (h10 - h01) + (T 1 a b - T' 1 a b) * Complex.I_sq
  · change T 2 a b = T' 2 a b
    linear_combination (h00 - h11) / 2

/-- For a Hermitian projector, an occupation number `w` obeys `w² ≤ w`, and the off-diagonal
elements in its row have squared modulus at most `w - w²`. -/
theorem occupation_bound {Q : Matrix n n ℂ} (hQ : Q.IsHermitian) (hQQ : Q * Q = Q) (j : n) :
    (Q j j).re ^ 2 ≤ (Q j j).re ∧
      ∀ k, k ≠ j → (Q j j).re ^ 2 + Complex.normSq (Q j k) ≤ (Q j j).re := by
  have h1 : (Q j j).re = ∑ l, Complex.normSq (Q j l) := by
    have h := congrArg Complex.re (congrFun (congrFun hQQ j) j)
    rw [Matrix.mul_apply, Complex.re_sum] at h
    rw [← h]
    refine Finset.sum_congr rfl fun l _ => ?_
    rw [← hQ.apply l j, Complex.star_def, Complex.mul_conj, Complex.ofReal_re]
  have h2 : (Q j j).re ^ 2 ≤ Complex.normSq (Q j j) := by
    rw [Complex.normSq_apply]
    nlinarith [mul_self_nonneg (Q j j).im]
  constructor
  · have h3 := Finset.single_le_sum (f := fun l => Complex.normSq (Q j l))
      (fun l _ => Complex.normSq_nonneg _) (Finset.mem_univ j)
    linarith
  · intro k hk
    have h3 := Finset.sum_le_sum_of_subset_of_nonneg (f := fun l => Complex.normSq (Q j l))
      (Finset.subset_univ {j, k}) (fun l _ _ => Complex.normSq_nonneg _)
    rw [Finset.sum_pair hk.symm] at h3
    linarith

/-- Variational principle for diagonal energies: a Hermitian projector with trace `|t|` has at
least the energy of the aufbau filling `t`, and commutes with the energies if it attains it. -/
theorem variational_diagonal {Q : Matrix n n ℂ} {E : n → ℝ} {t : Finset n}
    (ht : IsAufbau E t) (hQ : Q.IsHermitian) (hQQ : Q * Q = Q) (htr : Q.trace = (t.card : ℂ)) :
    ∑ i ∈ t, E i ≤ (Q * diagonal (fun i => (E i : ℂ))).trace.re ∧
      (∑ i ∈ t, E i = (Q * diagonal (fun i => (E i : ℂ))).trace.re →
        Q * diagonal (fun i => (E i : ℂ)) = diagonal (fun i => (E i : ℂ)) * Q) := by
  -- a Fermi level separates filled from empty levels
  obtain ⟨μ, hlo, hhi⟩ : ∃ μ, (∀ i ∈ t, E i ≤ μ) ∧ ∀ j ∉ t, μ ≤ E j := by
    rcases t.eq_empty_or_nonempty with rfl | hne
    · refine ⟨-∑ k, |E k|, by simp, fun j _ => ?_⟩
      have h := Finset.single_le_sum (f := fun k => |E k|)
        (fun k _ => abs_nonneg _) (Finset.mem_univ j)
      linarith [neg_abs_le (E j)]
    · obtain ⟨i, hi, hmax⟩ := t.exists_max_image E hne
      exact ⟨E i, hmax, ht i hi⟩
  have hE : (Q * diagonal (fun i => (E i : ℂ))).trace.re = ∑ j, (Q j j).re * E j := by
    simp [Matrix.trace, Matrix.mul_diagonal, Complex.re_sum]
  have hN : ∑ j, (Q j j).re = (t.card : ℝ) := by
    have h := congrArg Complex.re htr
    simpa [Matrix.trace, Complex.re_sum] using h
  have hf : ∀ j, 0 ≤ ((Q j j).re - if j ∈ t then 1 else 0) * (E j - μ) := by
    intro j
    have hw := (occupation_bound hQ hQQ j).1
    have hw0 : 0 ≤ (Q j j).re := (sq_nonneg _).trans hw
    have hw1 : (Q j j).re ≤ 1 := by nlinarith
    by_cases hj : j ∈ t
    · rw [if_pos hj]
      exact mul_nonneg_of_nonpos_of_nonpos (by linarith) (by linarith [hlo j hj])
    · rw [if_neg hj]
      exact mul_nonneg (by linarith) (by linarith [hhi j hj])
  have hsum : ∑ j, ((Q j j).re - if j ∈ t then 1 else 0) * (E j - μ)
      = ∑ j, (Q j j).re * E j - ∑ i ∈ t, E i := by
    have h1 : ∑ j, (if j ∈ t then (1 : ℝ) else 0) * (E j - μ) = ∑ i ∈ t, (E i - μ) := by
      simp [ite_mul, Finset.sum_ite_mem]
    simp only [sub_mul _ _ (_ - _)]
    rw [Finset.sum_sub_distrib, h1]
    simp only [mul_sub, Finset.sum_sub_distrib, ← Finset.sum_mul, hN, Finset.sum_const,
      nsmul_eq_mul]
    ring
  rw [hE]
  refine ⟨by linarith [Finset.sum_nonneg fun j (_ : j ∈ Finset.univ) => hf j], fun heq => ?_⟩
  -- at equality, levels away from the Fermi level are full or empty
  have off : ∀ j k, k ≠ j → E j ≠ μ → Q j k = 0 := by
    intro j k hk hj
    have hz := (Finset.sum_eq_zero_iff_of_nonneg fun j _ => hf j).1
      (by rw [hsum, heq, sub_self]) j (Finset.mem_univ j)
    have hw := (mul_eq_zero.1 hz).resolve_right (sub_ne_zero.2 hj)
    have hb := (occupation_bound hQ hQQ j).2 k hk
    have hsq : (Q j j).re ^ 2 = (Q j j).re := by
      rw [sub_eq_zero.1 hw]
      split_ifs <;> norm_num
    exact Complex.normSq_eq_zero.1 (le_antisymm (by linarith) (Complex.normSq_nonneg _))
  ext j k
  rw [Matrix.mul_diagonal, Matrix.diagonal_mul]
  by_cases hk : k = j
  · rw [hk, mul_comm]
  by_cases hj : E j = μ
  · by_cases hk' : E k = μ
    · rw [hj, hk', mul_comm]
    · rw [← hQ.apply j k, off k j (Ne.symm hk) hk']
      simp
  · rw [off j k hk hj]
    simp

/-- Variational principle: a Hermitian projector with trace `|t|` has at least the energy of the
aufbau filling `t` of `A`, and commutes with `A` if it attains it. -/
theorem variational {A V P : Matrix n n ℂ} {E : n → ℝ} {t : Finset n}
    (hV : IsOrbitals A V E) (ht : IsAufbau E t) (hP : P.IsHermitian) (hPP : P * P = P)
    (htr : P.trace = (t.card : ℂ)) :
    ∑ i ∈ t, E i ≤ (P * A).trace.re ∧
      (∑ i ∈ t, E i = (P * A).trace.re → P * A = A * P) := by
  have hVV : V * Vᴴ = 1 := mul_eq_one_comm.1 hV.unitary
  have hQ : (Vᴴ * P * V).IsHermitian := by
    unfold Matrix.IsHermitian
    rw [conjTranspose_mul, conjTranspose_mul, conjTranspose_conjTranspose, hP.eq, mul_assoc]
  have hQQ : Vᴴ * P * V * (Vᴴ * P * V) = Vᴴ * P * V := by
    calc _ = Vᴴ * P * (V * Vᴴ) * P * V := by simp only [mul_assoc]
      _ = Vᴴ * (P * P) * V := by rw [hVV, mul_one, mul_assoc Vᴴ P P]
      _ = _ := by rw [hPP]
  have hQt : (Vᴴ * P * V).trace = (t.card : ℂ) := by
    rw [Matrix.trace_mul_comm, ← mul_assoc, hVV, one_mul, htr]
  have hQD : Vᴴ * P * V * diagonal (fun i => (E i : ℂ)) = Vᴴ * (P * A) * V := by
    rw [mul_assoc (Vᴴ * P), ← hV.eigen]
    simp only [mul_assoc]
  have hDV : diagonal (fun i => (E i : ℂ)) * Vᴴ = Vᴴ * A := by
    calc _ = Vᴴ * V * diagonal (fun i => (E i : ℂ)) * Vᴴ := by rw [hV.unitary, one_mul]
      _ = Vᴴ * (A * V) * Vᴴ := by rw [hV.eigen, mul_assoc Vᴴ V]
      _ = Vᴴ * A * (V * Vᴴ) := by simp only [mul_assoc]
      _ = _ := by rw [hVV, mul_one]
  have hDQ : diagonal (fun i => (E i : ℂ)) * (Vᴴ * P * V) = Vᴴ * (A * P) * V := by
    rw [← mul_assoc, ← mul_assoc, hDV]
    simp only [mul_assoc]
  have back : ∀ X : Matrix n n ℂ, V * (Vᴴ * X * V) * Vᴴ = X := by
    intro X
    calc _ = (V * Vᴴ) * X * (V * Vᴴ) := by simp only [mul_assoc]
      _ = X := by rw [hVV, one_mul, mul_one]
  have key := variational_diagonal ht hQ hQQ hQt
  have htrace : (Vᴴ * (P * A) * V).trace = (P * A).trace := by
    rw [Matrix.trace_mul_comm, ← mul_assoc, hVV, one_mul]
  rw [hQD, hDQ, htrace] at key
  refine ⟨key.1, fun h => ?_⟩
  rw [← back (P * A), key.2 h, back]

/-- The sum of the lowest `2N` two-component levels is at most twice the energy of any `N` scalar
eigenorbitals, and strictly less if some `S_i` couples one of these `N` to an eigenorbital that is
not among them. -/
theorem spin_coupling_lowers_energy {H0 U : Matrix n n ℂ} {S : Fin 3 → Matrix n n ℂ}
    {ε : n → ℝ} {s : Finset n} {V : Matrix (n × Fin 2) (n × Fin 2) ℂ}
    {E : n × Fin 2 → ℝ} {t : Finset (n × Fin 2)}
    (hU : IsOrbitals H0 U ε) (hV : IsOrbitals (twoComponent H0 S) V E)
    (ht : IsAufbau E t) (hcard : t.card = 2 * s.card) :
    ∑ p ∈ t, E p ≤ 2 * ∑ a ∈ s, ε a ∧
      ((∃ i, ∃ a ∈ s, ∃ b ∉ s, (Uᴴ * S i * U) b a ≠ 0) →
        ∑ p ∈ t, E p < 2 * ∑ a ∈ s, ε a) := by
  set D : Matrix n n ℂ := diagonal (fun i => if i ∈ s then (1 : ℂ) else 0) with hD
  have hP : occupied U s = U * D * Uᴴ := rfl
  have hDD : D * D = D := by
    rw [hD, Matrix.diagonal_mul_diagonal]
    congr 1
    ext i
    split_ifs <;> simp
  have hDh : Dᴴ = D := by
    rw [hD, Matrix.diagonal_conjTranspose]
    congr 1
    ext i
    by_cases hi : i ∈ s <;> simp [hi]
  have hPh : (occupied U s)ᴴ = occupied U s := by
    rw [hP, conjTranspose_mul, conjTranspose_mul, conjTranspose_conjTranspose, hDh, mul_assoc]
  have hPP : occupied U s * occupied U s = occupied U s := by
    rw [hP]
    calc _ = U * D * (Uᴴ * U) * D * Uᴴ := by simp only [mul_assoc]
      _ = U * (D * D) * Uᴴ := by rw [hU.unitary, mul_one, mul_assoc U D D]
      _ = _ := by rw [hDD]
  have hPt : (occupied U s).trace = (s.card : ℂ) := by
    rw [hP, Matrix.trace_mul_comm, ← mul_assoc, hU.unitary, one_mul, hD]
    simp [Matrix.trace]
  have hPE : (occupied U s * H0).trace = ((∑ a ∈ s, ε a : ℝ) : ℂ) := by
    have h1 : (occupied U s * H0).trace = (D * (Uᴴ * (H0 * U))).trace := by
      rw [hP, mul_assoc, mul_assoc, Matrix.trace_mul_comm]
      simp only [mul_assoc]
    rw [h1, hU.eigen, ← mul_assoc Uᴴ, hU.unitary, one_mul, hD, Matrix.diagonal_mul_diagonal]
    simp [Matrix.trace, ite_mul, Finset.sum_ite_mem]
  -- the trial state fills each scalar orbital in `s` with both spins
  have hl : (occupied U s ⊗ₖ (1 : Matrix (Fin 2) (Fin 2) ℂ)) * twoComponent H0 S
      = twoComponent (occupied U s * H0) (fun i => occupied U s * S i) := by
    simp only [twoComponent, Matrix.mul_add, Matrix.mul_sum, ← Matrix.mul_kronecker_mul,
      Matrix.one_mul]
  have hr : twoComponent H0 S * (occupied U s ⊗ₖ (1 : Matrix (Fin 2) (Fin 2) ℂ))
      = twoComponent (H0 * occupied U s) (fun i => S i * occupied U s) := by
    simp only [twoComponent, Matrix.add_mul, Matrix.sum_mul, ← Matrix.mul_kronecker_mul,
      Matrix.mul_one]
  have key := variational (P := occupied U s ⊗ₖ (1 : Matrix (Fin 2) (Fin 2) ℂ)) hV ht
    (by unfold Matrix.IsHermitian; rw [conjTranspose_kronecker, hPh, conjTranspose_one])
    (by rw [← Matrix.mul_kronecker_mul, hPP, Matrix.one_mul])
    (by rw [Matrix.trace_kronecker, hPt, hcard]; simp [mul_comm])
  have hen : (2 * ((∑ a ∈ s, ε a : ℝ) : ℂ)).re = 2 * ∑ a ∈ s, ε a := by
    rw [Complex.mul_re, Complex.ofReal_re, Complex.ofReal_im]
    simp
  rw [hl, hr, trace_twoComponent, hPE, hen] at key
  refine ⟨key.1, ?_⟩
  rintro ⟨i, a, ha, b, hb, hne⟩
  refine lt_of_le_of_ne key.1 fun heq => hne ?_
  -- equality forces the occupied projector to commute with `S i`
  have hc : occupied U s * S i = S i * occupied U s := twoComponent_inj (key.2 heq) i
  have hM : D * (Uᴴ * S i * U) = Uᴴ * S i * U * D := by
    calc _ = (Uᴴ * U) * D * (Uᴴ * S i * U) := by rw [hU.unitary, one_mul]
      _ = Uᴴ * (occupied U s * S i) * U := by rw [hP]; simp only [mul_assoc]
      _ = Uᴴ * (S i * occupied U s) * U := by rw [hc]
      _ = Uᴴ * S i * U * D * (Uᴴ * U) := by rw [hP]; simp only [mul_assoc]
      _ = _ := by rw [hU.unitary, mul_one]
  have h := congrFun (congrFun hM b) a
  rw [hD, Matrix.diagonal_mul, Matrix.mul_diagonal, if_neg hb, if_pos ha, zero_mul, mul_one] at h
  exact h.symm

end

end SpinOrbitLowering
```

```lean
#print axioms SpinOrbitLowering.exists_aufbau
-- 'SpinOrbitLowering.exists_aufbau' depends on axioms: [propext, Classical.choice, Quot.sound]
#print axioms SpinOrbitLowering.twoComponent_isHermitian
-- 'SpinOrbitLowering.twoComponent_isHermitian' depends on axioms: [propext, Classical.choice, Quot.sound]
#print axioms SpinOrbitLowering.spin_coupling_lowers_energy
-- 'SpinOrbitLowering.spin_coupling_lowers_energy' depends on axioms: [propext, Classical.choice, Quot.sound]
```
